# The shortest nonzero vector of an n-dimensional lattice is at most √n V^(1/n) long, where V is the cell volume

## Primitive vectors, cell volume and length

Let A be a real n by n matrix with n ≥ 1 and det A ≠ 0. Its columns are the primitive vectors of a lattice. Indices i and j run from 0 to n−1, so A_ij is component i of primitive vector a_j. An integer vector m labels the lattice vector A m, with components

(A m)_i = ∑_j A_ij m_j.

The primitive cell has volume V = |det A|. The length |v| of a vector v is the square root of the sum of its squared components. Since A is invertible, A m = 0 only for m = 0. A shortest vector means a nonzero lattice vector of least length; it is never unique, since −m does as well as m.

The reciprocal lattice has primitive vectors given by the columns of B = 2π (A⁻¹)ᵀ, with the factor 2π included, as is usual in solid-state physics.

## From a box to a short vector

The claim has two parts. Some nonzero integer m satisfies

|(A m)_i| ≤ V^(1/n) for every i,

and a shortest vector exists, with length at most √n V^(1/n).

**Finitely many vectors in a ball.** If |A m| ≤ R, every component of A m is at most R in absolute value. Since m = A⁻¹(A m),

|m_i| ≤ ∑_j |(A⁻¹)_ij| R.

Only finitely many integer vectors satisfy this.

**A box that must contain a lattice vector.** Take half-edges c_i ≥ 0 with ∏ c_i ≥ V, and let K be the box |x_i| ≤ c_i, of volume 2ⁿ ∏ c_i. Because V > 0, every c_i is positive.

Suppose first that ∏ c_i > V. The half-size box K/2 has volume ∏ c_i. Cut it along the translates of the primitive cell and shift all the parts back into one cell. Their total volume exceeds V, so two of them overlap. Hence K/2 contains distinct points x and y whose difference is a lattice vector. Both 2x and −2y lie in K, and so does their midpoint x − y.

If ∏ c_i = V, enlarge the box by a factor 1 + ε. Each enlarged box contains a nonzero lattice vector. For ε ≤ 1 there are only finitely many candidates, so one of them serves for a sequence of ε tending to 0. That vector lies in K, because K is closed.

**Equal half-edges.** Set c_i = V^(1/n) for every i. The product is V, and the component bound follows.

**Length.** If every |v_i| ≤ r, then

|v|² = ∑_i v_i² ≤ n r², so |v| ≤ √n r.

Let p be a label obtained from the component bound. Finitely many nonzero lattice vectors are no longer than A p, and the shortest of these is the shortest of all. Its length is at most |A p| ≤ √n V^(1/n).

**Sharpness of the component bound.** For a simple cubic lattice A = a·1 with a > 0, we have V^(1/n) = a. A nonzero m has some |m_i| ≥ 1, so |(A m)_i| ≥ a. The component bound therefore cannot be lowered in general. For n ≥ 2 the length bound is looser here: the shortest length is a, not √n a.

**Direct and reciprocal lattices.** Since det B = (2π)ⁿ / det A, the two cell volumes multiply to (2π)ⁿ. Multiplying the two length bounds gives

|A m| |B k| ≤ √n · √n · 2π = 2πn

for shortest vectors A m and B k.

In a simulation with a fixed, exactly periodic cell in three dimensions, the periodic copy of a particle nearest to the particle itself is displaced from it by a shortest lattice vector. At given volume V, no choice of cell shape puts that copy farther away than √3 V^(1/3). This limit is not reached: the largest possible distance, not derived here, is 2^(1/6) V^(1/3) ≈ 1.12 V^(1/3), for the face-centred cubic lattice.

## One dimension, and a skewed cell in the plane

For n = 1 the matrix is a single number a ≠ 0. The shortest length is |a| = V, and the reciprocal one is 2π/|a|. Both the length bound and the product bound hold with equality.

For n = 2 take a_0 = (4, 1) and a_1 = (7, 3). Then V = 4·3 − 7·1 = 5, so some nonzero lattice vector has components at most √5 ≈ 2.24 in absolute value, and the shortest length is at most √10 ≈ 3.16. The two primitive vectors have lengths √17 and √58, both larger. The label m = (−2, 1) gives

−2 a_0 + a_1 = (−1, 1),

with length √2. It is a shortest vector: the components of every lattice vector here sum to a multiple of 5. If the sum is zero, the vector is a multiple of (−1, 1); otherwise its length is at least 5/√2.

## The lattice in Lean

The dimension `n` is a natural number, and vectors are functions on `Fin n`.

```lean
import Mathlib

open MeasureTheory Matrix

namespace ShortestLatticeVector

noncomputable section

variable {n : ℕ}
```

The label `m` has integer entries, which are converted to real numbers before the matrix acts on them.

```lean
/-- The lattice vector with integer coordinates `m`, where the columns of `A` are the
primitive vectors. -/
def latticeVector (A : Matrix (Fin n) (Fin n) ℝ) (m : Fin n → ℤ) : Fin n → ℝ :=
  A *ᵥ (fun j => (m j : ℝ))

/-- The volume of the primitive cell spanned by the columns of `A`. -/
def cellVolume (A : Matrix (Fin n) (Fin n) ℝ) : ℝ := |A.det|
```

Length is written out as a root of a sum of squares, because the norm that Mathlib puts on `Fin n → ℝ` is the largest absolute value of a component.

```lean
/-- The Euclidean length of a vector. -/
def euclidLength (v : Fin n → ℝ) : ℝ := √(∑ i, v i ^ 2)
```

`IsShortest A m` is a property of the label. For invertible `A`, a nonzero label is the same thing as a nonzero lattice vector.

```lean
/-- The integer vector `m` is nonzero and labels a lattice vector of least length among
those with nonzero label. -/
def IsShortest (A : Matrix (Fin n) (Fin n) ℝ) (m : Fin n → ℤ) : Prop :=
  m ≠ 0 ∧ ∀ k : Fin n → ℤ, k ≠ 0 →
    euclidLength (latticeVector A m) ≤ euclidLength (latticeVector A k)

/-- The primitive vectors of the reciprocal lattice, as columns, for invertible `A`. -/
def reciprocal (A : Matrix (Fin n) (Fin n) ℝ) : Matrix (Fin n) (Fin n) ℝ :=
  (2 * Real.pi) • (A⁻¹)ᵀ
```

## Minkowski's theorem on linear forms

The next theorem is the box statement, with `hV` saying that the product of the half-edges reaches the cell volume. The hypothesis `hA` says that the primitive vectors are linearly independent, so that the lattice fills all n dimensions.

The proof turns the columns of `A` into a basis `b`, with `hb` recording that `b j i = A i j`. Then `hF` computes the cell volume and `hbox` the volume of the box, and `hvol` compares them. The cutting and shifting argument, together with the limit for equality, is contained in Mathlib's convex body theorem for compact sets, which is applied here to the box. It returns a nonzero lattice point `x`, and membership in the integer span of `b` supplies the label `m`.

```lean
/-- Minkowski's theorem on linear forms: a centred box with half-edges `c i` contains a nonzero
lattice vector as soon as the product of the half-edges reaches the cell volume. -/
theorem minkowski_linear_forms (hn : 1 ≤ n) (A : Matrix (Fin n) (Fin n) ℝ) (hA : A.det ≠ 0)
    (c : Fin n → ℝ) (hc : ∀ i, 0 ≤ c i) (hV : cellVolume A ≤ ∏ i, c i) :
    ∃ m : Fin n → ℤ, m ≠ 0 ∧ ∀ i, |latticeVector A m i| ≤ c i := by
  have : Nonempty (Fin n) := ⟨⟨0, hn⟩⟩
  have hu : IsUnit A.det := isUnit_iff_ne_zero.mpr hA
  -- the columns of `A` as a basis of space
  let e : (Fin n → ℝ) ≃ₗ[ℝ] (Fin n → ℝ) :=
    LinearEquiv.ofLinearMap (Matrix.toLin' A) (Matrix.toLin' A⁻¹)
      (by rw [← Matrix.toLin'_mul, Matrix.mul_nonsing_inv A hu, Matrix.toLin'_one])
      (by rw [← Matrix.toLin'_mul, Matrix.nonsing_inv_mul A hu, Matrix.toLin'_one])
  let b := (Pi.basisFun ℝ (Fin n)).map e
  have hb : ∀ j i, b j i = A i j := by
    intro j i
    simp [b, e, Matrix.toLin'_apply]
  have hdet : (Matrix.of ⇑b).det = A.det := by
    rw [← Matrix.det_transpose A]
    congr 1
    ext j i
    exact hb j i
  have hF : volume (ZSpan.fundamentalDomain b) = ENNReal.ofReal (cellVolume A) := by
    rw [ZSpan.volume_fundamentalDomain, hdet, cellVolume]
  have hbox : volume (Set.Icc (-c) c) = ENNReal.ofReal (∏ i, c i) * 2 ^ n := by
    have h2 : ∀ i, ENNReal.ofReal (c i - (-c) i) = ENNReal.ofReal (c i) * 2 := by
      intro i
      have h3 : c i - (-c) i = c i * 2 := by
        rw [Pi.neg_apply]
        ring
      rw [h3, ENNReal.ofReal_mul (hc i), ENNReal.ofReal_ofNat]
    rw [Real.volume_Icc_pi, Finset.prod_congr rfl (fun i _ => h2 i), Finset.prod_mul_distrib,
      ENNReal.ofReal_prod_of_nonneg (fun i _ => hc i), Finset.prod_const, Finset.card_univ,
      Fintype.card_fin]
  have hvol : volume (ZSpan.fundamentalDomain b) * 2 ^ Module.finrank ℝ (Fin n → ℝ)
      ≤ volume (Set.Icc (-c) c) := by
    rw [hF, hbox, Module.finrank_fin_fun]
    exact mul_le_mul' (ENNReal.ofReal_le_ofReal hV) le_rfl
  have hsymm : ∀ x ∈ Set.Icc (-c) c, -x ∈ Set.Icc (-c) c :=
    fun x hx => ⟨neg_le_neg hx.2, neg_le.mp hx.1⟩
  have : Countable (Submodule.span ℤ (Set.range b)).toAddSubgroup := by
    change Countable (Submodule.span ℤ (Set.range b))
    infer_instance
  -- the convex body theorem for the compact box
  obtain ⟨x, hx0, hxs⟩ := exists_ne_zero_mem_lattice_of_measure_mul_two_pow_le_measure
    (ZSpan.isAddFundamentalDomain' b volume) hsymm (convex_Icc _ _) isCompact_Icc hvol
  have hx : (x : Fin n → ℝ) ∈ Submodule.span ℤ (Set.range b) := x.2
  obtain ⟨m, hm⟩ := (Submodule.mem_span_range_iff_exists_fun ℤ).mp hx
  have hmx : latticeVector A m = x := by
    rw [← hm]
    ext i
    simp [latticeVector, Matrix.mulVec, dotProduct, Finset.sum_apply, hb, mul_comm]
  refine ⟨m, ?_, fun i => ?_⟩
  · intro h0
    apply hx0
    apply Subtype.ext
    rw [← hmx, h0]
    ext i
    simp [latticeVector, Matrix.mulVec, dotProduct]
  · rw [hmx]
    exact abs_le.mpr ⟨hxs.1 i, hxs.2 i⟩
```

Equal half-edges give the component bound. The exponent `1 / (n : ℝ)` is a real power, and the last rewrite says that the n-th power of the n-th root is V.

```lean
/-- Some nonzero integer vector labels a lattice vector whose components are all, in absolute value,
at most the `n`-th root of the cell volume. -/
theorem exists_small_components (hn : 1 ≤ n) (A : Matrix (Fin n) (Fin n) ℝ) (hA : A.det ≠ 0) :
    ∃ m : Fin n → ℤ, m ≠ 0 ∧ ∀ i, |latticeVector A m i| ≤ cellVolume A ^ (1 / (n : ℝ)) := by
  have hV : 0 ≤ cellVolume A := abs_nonneg _
  refine minkowski_linear_forms hn A hA _ (fun _ => Real.rpow_nonneg hV _) ?_
  rw [Finset.prod_const, Finset.card_univ, Fintype.card_fin, one_div,
    Real.rpow_inv_natCast_pow hV (by omega)]
```

## Existence and length of a shortest vector

The passage from components to length compares squares term by term.

```lean
/-- A vector whose components are at most `r` in absolute value has length at most `√n r`. -/
theorem euclidLength_le (v : Fin n → ℝ) (r : ℝ) (hr : 0 ≤ r) (h : ∀ i, |v i| ≤ r) :
    euclidLength v ≤ √n * r := by
  refine Real.sqrt_le_iff.mpr ⟨by positivity, ?_⟩
  rw [mul_pow, Real.sq_sqrt (Nat.cast_nonneg n)]
  calc ∑ i, v i ^ 2 ≤ ∑ _i : Fin n, r ^ 2 :=
        Finset.sum_le_sum fun i _ => sq_le_sq' (abs_le.mp (h i)).1 (abs_le.mp (h i)).2
    _ = n * r ^ 2 := by simp
```

For finiteness, `hcomp` bounds each component by `R`, `hinv` recovers the label through the inverse matrix, and `hbound` is the estimate of |m_i| derived above. Rounding `C i` up to an integer encloses all labels in a finite integer box.

```lean
/-- Only finitely many lattice vectors lie within a given distance of the origin. -/
theorem finite_in_ball (A : Matrix (Fin n) (Fin n) ℝ) (hA : A.det ≠ 0) (R : ℝ) :
    {m : Fin n → ℤ | euclidLength (latticeVector A m) ≤ R}.Finite := by
  let C : Fin n → ℝ := fun i => ∑ j, |A⁻¹ i j| * R
  refine (Set.finite_Icc (fun i => -⌈C i⌉) (fun i => ⌈C i⌉)).subset ?_
  intro m hm
  have hm' : euclidLength (latticeVector A m) ≤ R := hm
  have hcomp : ∀ j, |latticeVector A m j| ≤ R := fun j =>
    (Real.abs_le_sqrt (Finset.single_le_sum (f := fun i => latticeVector A m i ^ 2)
      (fun i _ => sq_nonneg _) (Finset.mem_univ j))).trans hm'
  -- the integer coordinates are recovered by the inverse matrix
  have hinv : A⁻¹ *ᵥ latticeVector A m = fun j => (m j : ℝ) := by
    rw [latticeVector, Matrix.mulVec_mulVec,
      Matrix.nonsing_inv_mul A (isUnit_iff_ne_zero.mpr hA), Matrix.one_mulVec]
  have hbound : ∀ i, |(m i : ℝ)| ≤ C i := by
    intro i
    have hi : (m i : ℝ) = ∑ j, A⁻¹ i j * latticeVector A m j := (congrFun hinv i).symm
    rw [hi]
    refine (Finset.abs_sum_le_sum_abs _ _).trans (Finset.sum_le_sum fun j _ => ?_)
    rw [abs_mul]
    exact mul_le_mul_of_nonneg_left (hcomp j) (abs_nonneg _)
  refine ⟨fun i => ?_, fun i => ?_⟩
  · have h1 : -(⌈C i⌉ : ℝ) ≤ m i := by
      linarith [(abs_le.mp (hbound i)).1, Int.le_ceil (C i)]
    exact_mod_cast h1
  · have h1 : (m i : ℝ) ≤ ⌈C i⌉ := (abs_le.mp (hbound i)).2.trans (Int.le_ceil _)
    exact_mod_cast h1
```

The main theorem says that a shortest vector exists and that every shortest vector obeys the length bound. The first half minimises over the finite set of nonzero labels whose lattice vectors are no longer than `A p`; a nonzero label `k` outside that set gives a vector longer than `A p` and so cannot win. The second half compares a shortest vector with `A p` itself. The theorem gives no procedure for finding the minimiser.

```lean
/-- A shortest nonzero lattice vector exists, and its length is at most `√n` times the `n`-th
root of the cell volume. -/
theorem shortest_vector_bound (hn : 1 ≤ n) (A : Matrix (Fin n) (Fin n) ℝ) (hA : A.det ≠ 0) :
    (∃ m, IsShortest A m) ∧ ∀ m, IsShortest A m →
      euclidLength (latticeVector A m) ≤ √n * cellVolume A ^ (1 / (n : ℝ)) := by
  obtain ⟨p, hp0, hp⟩ := exists_small_components hn A hA
  constructor
  · -- minimise over the finitely many vectors no longer than `A p`
    obtain ⟨m, hm, hmin⟩ := Set.exists_min_image
      {k : Fin n → ℤ | k ≠ 0 ∧
        euclidLength (latticeVector A k) ≤ euclidLength (latticeVector A p)}
      (fun k => euclidLength (latticeVector A k))
      ((finite_in_ball A hA _).subset fun k hk => hk.2) ⟨p, hp0, le_rfl⟩
    refine ⟨m, hm.1, fun k hk => ?_⟩
    rcases le_total (euclidLength (latticeVector A k)) (euclidLength (latticeVector A p))
      with h | h
    · exact hmin k ⟨hk, h⟩
    · exact hm.2.trans h
  · intro m hm
    exact (hm.2 p hp0).trans
      (euclidLength_le _ _ (Real.rpow_nonneg (abs_nonneg _) _) hp)
```

## The cubic lattice and the reciprocal lattice

In the cubic theorem, `a • 1` is the matrix with spacing `a` on the diagonal. No assumption `1 ≤ n` is needed, since a nonzero `m` already has an entry. The proof picks a nonzero entry, whose absolute value is at least 1.

```lean
/-- In a simple cubic lattice of spacing `a`, every nonzero lattice vector has a component of
absolute value at least the `n`-th root of the cell volume. -/
theorem cubic_sharp (a : ℝ) (ha : 0 < a) (m : Fin n → ℤ) (hm : m ≠ 0) :
    ∃ i, cellVolume (a • (1 : Matrix (Fin n) (Fin n) ℝ)) ^ (1 / (n : ℝ))
      ≤ |latticeVector (a • (1 : Matrix (Fin n) (Fin n) ℝ)) m i| := by
  obtain ⟨i, hi⟩ := Function.ne_iff.mp hm
  have hn : n ≠ 0 := (Fin.pos i).ne'
  have hV : cellVolume (a • (1 : Matrix (Fin n) (Fin n) ℝ)) = a ^ n := by
    rw [cellVolume, Matrix.det_smul, Matrix.det_one, mul_one, Fintype.card_fin,
      abs_of_pos (pow_pos ha n)]
  have hv : latticeVector (a • (1 : Matrix (Fin n) (Fin n) ℝ)) m i = a * m i := by
    rw [latticeVector, Matrix.smul_mulVec, Matrix.one_mulVec, Pi.smul_apply, smul_eq_mul]
  have h1 : (1 : ℝ) ≤ |(m i : ℝ)| := by
    exact_mod_cast Int.one_le_abs hi
  refine ⟨i, ?_⟩
  rw [hV, hv, one_div, Real.pow_rpow_inv_natCast ha.le hn, abs_mul, abs_of_pos ha]
  exact le_mul_of_one_le_right ha.le h1
```

The product of cell volumes follows from det A · det A⁻¹ = 1, with one factor 2π for each dimension.

```lean
/-- The cell volumes of the direct and the reciprocal lattice multiply to `(2π)^n`. -/
theorem cellVolume_mul_reciprocal (A : Matrix (Fin n) (Fin n) ℝ) (hA : A.det ≠ 0) :
    cellVolume A * cellVolume (reciprocal A) = (2 * Real.pi) ^ n := by
  have h : A.det * A⁻¹.det = 1 := by
    rw [← Matrix.det_mul, Matrix.mul_nonsing_inv A (isUnit_iff_ne_zero.mpr hA), Matrix.det_one]
  rw [cellVolume, cellVolume, reciprocal, Matrix.det_smul, Matrix.det_transpose,
    Fintype.card_fin, ← abs_mul, mul_left_comm, h, mul_one]
  exact abs_of_pos (pow_pos Real.two_pi_pos n)
```

For the last theorem, `hB` shows that the reciprocal matrix is also invertible, so the length bound applies to both lattices. The step `hroot` takes the n-th root of the volume product, and the final calculation multiplies the two bounds. The labels `m` and `k` are chosen independently: nothing is said about the angle between the two vectors.

```lean
/-- The shortest lengths of the direct and the reciprocal lattice have product at most `2πn`. -/
theorem shortest_mul_reciprocal_le (hn : 1 ≤ n) (A : Matrix (Fin n) (Fin n) ℝ)
    (hA : A.det ≠ 0) (m k : Fin n → ℤ) (hm : IsShortest A m)
    (hk : IsShortest (reciprocal A) k) :
    euclidLength (latticeVector A m) * euclidLength (latticeVector (reciprocal A) k)
      ≤ 2 * Real.pi * n := by
  have hprod := cellVolume_mul_reciprocal A hA
  have hB : (reciprocal A).det ≠ 0 := by
    intro h0
    rw [cellVolume, cellVolume, h0, abs_zero, mul_zero] at hprod
    exact (pow_pos Real.two_pi_pos n).ne hprod
  have h1 := (shortest_vector_bound hn A hA).2 m hm
  have h2 := (shortest_vector_bound hn (reciprocal A) hB).2 k hk
  have hroot : cellVolume A ^ (1 / (n : ℝ)) * cellVolume (reciprocal A) ^ (1 / (n : ℝ))
      = 2 * Real.pi := by
    have hVA : 0 ≤ cellVolume A := abs_nonneg _
    have hVB : 0 ≤ cellVolume (reciprocal A) := abs_nonneg _
    rw [← Real.mul_rpow hVA hVB, hprod, one_div,
      Real.pow_rpow_inv_natCast Real.two_pi_pos.le (by omega)]
  have hs : √(n : ℝ) * √(n : ℝ) = n := Real.mul_self_sqrt (Nat.cast_nonneg n)
  calc euclidLength (latticeVector A m) * euclidLength (latticeVector (reciprocal A) k)
      ≤ (√n * cellVolume A ^ (1 / (n : ℝ)))
          * (√n * cellVolume (reciprocal A) ^ (1 / (n : ℝ))) :=
        mul_le_mul h1 h2 (Real.sqrt_nonneg _) ((Real.sqrt_nonneg _).trans h1)
    _ = (√n * √n) * (cellVolume A ^ (1 / (n : ℝ))
          * cellVolume (reciprocal A) ^ (1 / (n : ℝ))) := by ring
    _ = 2 * Real.pi * n := by rw [hs, hroot, mul_comm]

end

end ShortestLatticeVector
```

```lean
#print axioms ShortestLatticeVector.shortest_vector_bound
#print axioms ShortestLatticeVector.cubic_sharp
#print axioms ShortestLatticeVector.shortest_mul_reciprocal_le
```

```
'ShortestLatticeVector.shortest_vector_bound' depends on axioms: [propext, Classical.choice, Quot.sound]
'ShortestLatticeVector.cubic_sharp' depends on axioms: [propext, Classical.choice, Quot.sound]
'ShortestLatticeVector.shortest_mul_reciprocal_le' depends on axioms: [propext, Classical.choice, Quot.sound]
```
